# A trace expansion of ln det(1 + M) with an error bound, for real symmetric M with eigenvalues in [0, X]

In the random-phase approximation, the correlation energy of a molecule or solid is an integral over imaginary frequency iω. With real orbitals and a finite real basis, the screening at each frequency is described by a real symmetric N × N matrix

M = −v^(1/2) χ₀(iω) v^(1/2),

where v is the Coulomb interaction and χ₀ the density response of the non-interacting electrons. The integrand contains ln det(1 + M). A diagonalisation or a factorisation gives this number, but methods built on matrix products would rather take traces of powers. How many powers are enough?

Suppose that all eigenvalues of M lie between 0 and a known number X. Scale 1 + M by the midpoint c of its spectral window, and call what is left R:

c = 1 + X/2,  R = 1 − (1 + M)/c,  r = X/(X + 2).

Then, for every n = 0, 1, 2, …,

|ln det(1 + M) − [N ln c − Σ Tr(R^(k+1))/(k+1)]| ≤ N r^(n+1) / ((n+1)(1 − r)),

with k running from 0 to n − 1. For a finite matrix at one frequency, this gives a number of terms that guarantees a chosen error in ln det(1 + M). It says nothing about the cost of the products, and frequency quadrature, sparsity thresholds, stochastic trace estimates and rounding bring errors of their own.

## A finite basis and a fixed scaling

The finite index type `ι` labels the basis functions, and N is `Fintype.card ι`.

```lean
import Mathlib

open Matrix Finset

namespace RPALogDetTraceExpansion

noncomputable section

variable {ι : Type*} [Fintype ι] [DecidableEq ι]
```

The midpoint c is `specCenter X`. It depends on the bound X alone, so the eigenvalues themselves need not be known.

```lean
/-- The centre `c = 1 + X/2` of the spectral window `[1, 1 + X]` of `1 + M`. -/
def specCenter (X : ℝ) : ℝ := 1 + X / 2
```

The matrix R is `residual M X`. It measures how far the scaled matrix (1 + M)/c is from the identity.

```lean
/-- The residual matrix `R = 1 - (1 + M)/c`, for `X ≠ -2`. -/
def residual (M : Matrix ι ι ℝ) (X : ℝ) : Matrix ι ι ℝ :=
  1 - (specCenter X)⁻¹ • (1 + M)
```

An eigenvalue m of M becomes the eigenvalue x = 1 − (1 + m)/c of R, written `residualEigenvalue X m`.

```lean
/-- The number `1 - (1 + m)/c` that corresponds to an eigenvalue `m` of `M`, for `X ≠ -2`. -/
def residualEigenvalue (X m : ℝ) : ℝ := 1 - (specCenter X)⁻¹ * (1 + m)
```

The approximation is `traceExpansion M X n`. Lean's `range n` starts at zero, which is why the power and the denominator both carry k + 1. For n = 0 the sum is empty and only N ln c remains.

```lean
/-- The trace expansion `N ln c - ∑ Tr(R^k)/k` with `k` running from `1` to `n`,
for `X > -2`. -/
def traceExpansion (M : Matrix ι ι ℝ) (X : ℝ) (n : ℕ) : ℝ :=
  (Fintype.card ι : ℝ) * Real.log (specCenter X)
    - ∑ k ∈ range n, trace (residual M X ^ (k + 1)) / ((k : ℝ) + 1)
```

## A contraction factor below one

The scalar estimate assumes |x| ≤ r and r < 1. For the matrix, r bounds the distance of every eigenvalue of (1 + M)/c from 1, and each further power of R is damped by at least this factor. This distance does not measure the screening: without any screening M = 0, and every eigenvalue of R equals r.

By hand, r < 1 gives the logarithm series

−ln(1 − x) = Σ x^(k+1)/(k+1), k = 0, 1, 2, …

After the first n terms are removed, the tail consists of the terms x^(k+n+1)/(k+n+1), again with k = 0, 1, 2, … Since |x| ≤ r and k + n + 1 ≥ n + 1,

|x^(k+n+1)/(k+n+1)| ≤ r^(n+1)/(n+1) · r^k.

Summing the geometric series over k gives r^(n+1)/((n+1)(1 − r)).

In the proof, `hs` is the shifted logarithm series, `hg` the geometric series and `key` the comparison term by term. `norm_le_of_bounded` then compares the two sums. For r > 1 the claim would be false, because its right side is negative and its left side is an absolute value.

```lean
/-- For `|x| ≤ r < 1`, the series of `ln(1 - x)` cut after `n` terms is in error by at most
`r^(n+1)/((n+1)(1-r))`. -/
theorem log_series_remainder {x r : ℝ} (hx : |x| ≤ r) (hr : r < 1) (n : ℕ) :
    |Real.log (1 - x) + ∑ k ∈ range n, x ^ (k + 1) / ((k : ℝ) + 1)|
      ≤ r ^ (n + 1) / (((n : ℝ) + 1) * (1 - r)) := by
  have h0 : 0 ≤ r := (abs_nonneg x).trans hx
  have hs := (hasSum_nat_add_iff' n).mpr
    (Real.hasSum_pow_div_log_of_abs_lt_one (hx.trans_lt hr))
  have hg := (hasSum_geometric_of_lt_one h0 hr).mul_left (r ^ (n + 1) / ((n : ℝ) + 1))
  -- each term of the tail lies below a geometric term
  have key : ∀ k : ℕ, ‖x ^ (k + n + 1) / (((k + n : ℕ) : ℝ) + 1)‖
      ≤ r ^ (n + 1) / ((n : ℝ) + 1) * r ^ k := by
    intro k
    have hpos : (0 : ℝ) < ((k + n : ℕ) : ℝ) + 1 := by positivity
    have hle : (n : ℝ) + 1 ≤ ((k + n : ℕ) : ℝ) + 1 := by
      push_cast
      linarith [(Nat.cast_nonneg k : (0 : ℝ) ≤ k)]
    rw [Real.norm_eq_abs, abs_div, abs_pow, abs_of_pos hpos]
    calc |x| ^ (k + n + 1) / (((k + n : ℕ) : ℝ) + 1)
        ≤ r ^ (k + n + 1) / ((n : ℝ) + 1) :=
          div_le_div₀ (by positivity) (pow_le_pow_left₀ (abs_nonneg x) hx _)
            (by positivity) hle
      _ = r ^ (n + 1) / ((n : ℝ) + 1) * r ^ k := by ring
  have hb := hs.norm_le_of_bounded hg key
  rw [Real.norm_eq_abs, ← div_eq_mul_inv, div_div] at hb
  have e : Real.log (1 - x) + ∑ k ∈ range n, x ^ (k + 1) / ((k : ℝ) + 1)
      = -(-Real.log (1 - x) - ∑ k ∈ range n, x ^ (k + 1) / ((k : ℝ) + 1)) := by ring
  rw [e, abs_neg]
  exact hb
```

The final theorem has no separate assumption r < 1. It follows from X ≥ 0, since 1 − r = 2/(X + 2) is positive. A large X brings r close to one, and the guaranteed decay becomes slow.

## Eigenvalues between 0 and X

The lower end of the window expresses the signs in the physical problem: χ₀(iω) is negative semidefinite and the Coulomb interaction is positive, so M has no negative eigenvalue. The upper end is a bound on the strength of the screening, which the user has to supply.

By hand, c = (X + 2)/2 gives

x = 1 − 2(1 + m)/(X + 2) = (X − 2m)/(X + 2).

For 0 ≤ m ≤ X the numerator lies between −X and X, hence |x| ≤ X/(X + 2) = r. The proof establishes the same fraction as `e`, and `abs_le` uses one end of the window for each sign.

```lean
/-- Eigenvalues `m` in `[0, X]` are mapped to residual eigenvalues of size at most
`X/(X+2)`. -/
theorem abs_residualEigenvalue_le {m X : ℝ} (h0 : 0 ≤ m) (hm : m ≤ X) :
    |residualEigenvalue X m| ≤ X / (X + 2) := by
  have hX : 0 ≤ X := h0.trans hm
  have hp : 0 < X + 2 := by linarith
  have q : X / (X + 2) * (X + 2) = X := div_mul_cancel₀ _ hp.ne'
  have hc : (specCenter X)⁻¹ = 1 - X / (X + 2) := by
    apply inv_eq_of_mul_eq_one_right
    unfold specCenter
    linear_combination (-1 / 2) * q
  have e : residualEigenvalue X m = (X - 2 * m) / (X + 2) := by
    unfold residualEigenvalue
    rw [hc, eq_div_iff hp.ne']
    linear_combination (1 + m) * q
  rw [e, abs_div, abs_of_pos hp]
  gcongr
  exact abs_le.mpr ⟨by linarith, by linarith⟩
```

Neither end can be moved outwards for all X at once. Take N = 1 and X = 0, so that c = 1 and the bound is zero for every n. An eigenvalue m with −1 < m < 0, or with m > 0, leaves a nonzero error, and the bound fails. For general X, an eigenvalue above X + 1 gives x < −1, and the series diverges.

The window also says how good the midpoint is. Let a be any scaling factor, and let δ be the larger of |1 − a| and |1 − a(1 + X)|, the residuals at the two ends of the window of 1 + M. Then

1 − a ≤ δ,  a(1 + X) − 1 ≤ δ.

Multiplying the first inequality by 1 + X and adding the second gives X ≤ (X + 2)δ, so δ ≥ r. No scaling factor has a smaller worst-case residual over the whole window than the midpoint, although a particular M whose spectrum fills only part of the window may allow a better one. In the proof, `h1` and `h2` are the two inequalities, `h3` is the first after multiplication, and `nlinarith` adds them.

```lean
/-- For `X ≥ 0` and any scaling factor `a`, the larger of the residuals `|1 - a y|` at the
two ends `y = 1` and `y = 1 + X` of the window is at least `X/(X+2)`. -/
theorem center_optimal {X : ℝ} (hX : 0 ≤ X) (a : ℝ) :
    X / (X + 2) ≤ max |1 - a| |1 - a * (1 + X)| := by
  rw [div_le_iff₀ (by linarith)]
  have h1 := (le_abs_self (1 - a)).trans (le_max_left |1 - a| |1 - a * (1 + X)|)
  have h2 := (neg_le_abs (1 - a * (1 + X))).trans
    (le_max_right |1 - a| |1 - a * (1 + X)|)
  have h3 := mul_le_mul_of_nonneg_left h1 (by linarith : 0 ≤ 1 + X)
  nlinarith [h2, h3]
```

Here `hX : 0 ≤ X` is a hypothesis, because no eigenvalue is present to imply it. Some lower limit on X is needed: for X = −3 and a = 0 the statement would read 3 ≤ 1.

## A real symmetric matrix

Over the real numbers, `M.IsHermitian` means that M is symmetric. Physically, this reflects the reciprocity of the response in a real basis: the response at one point to a perturbation at another is unchanged when the two are exchanged.

By hand, symmetry gives real eigenvalues mᵢ and an orthogonal matrix U of eigenvectors. With V = Uᵀ, so that VU = 1,

a + bM = U diag(a + b mᵢ) V

for all real a and b. The proof takes U and V from `hM.spectral_theorem`, and `key` extends the diagonal form of M to every such combination. Both 1 + M and R are of this kind, so one change of basis serves for both.

```lean
/-- One change of basis diagonalises every combination `a + b M` of a real symmetric `M`,
with diagonal entries `a + b m` for the eigenvalues `m` of `M`. -/
theorem exists_diagonalisation {M : Matrix ι ι ℝ} (hM : M.IsHermitian) :
    ∃ U V : Matrix ι ι ℝ, V * U = 1 ∧ ∀ a b : ℝ,
      a • (1 : Matrix ι ι ℝ) + b • M
        = U * diagonal (fun i => a + b * hM.eigenvalues i) * V := by
  have h := hM.spectral_theorem
  have e : (RCLike.ofReal ∘ hM.eigenvalues : ι → ℝ) = hM.eigenvalues := by
    ext i
    simp
  rw [Unitary.conjStarAlgAut_apply, e] at h
  have hVU : star (hM.eigenvectorUnitary : Matrix ι ι ℝ) * hM.eigenvectorUnitary = 1 :=
    Unitary.coe_star_mul_self _
  have key : ∀ (U V : Matrix ι ι ℝ) (d : ι → ℝ), U * V = 1 → M = U * diagonal d * V →
      ∀ a b : ℝ, a • (1 : Matrix ι ι ℝ) + b • M
        = U * diagonal (fun i => a + b * d i) * V := by
    intro U V d hUV hd a b
    have hs : diagonal (fun i => a + b * d i)
        = a • (1 : Matrix ι ι ℝ) + b • diagonal d := by
      ext i j
      by_cases hij : i = j
      · subst hij
        simp
      · simp [hij]
    rw [hs, hd]
    simp only [mul_add, add_mul, mul_smul_comm, smul_mul_assoc, mul_one, hUV]
  exact ⟨_, _, hVU, key _ _ _ (mul_eq_one_comm.mp hVU) h⟩
```

With xᵢ = 1 − (1 + mᵢ)/c, the residual matrix is R = U diag(xᵢ) V. In a power of R every inner product VU is the identity, and the cyclic property of the trace removes the outer pair:

Tr(R^k) = Tr(U diag(xᵢ^k) V) = Σᵢ xᵢ^k.

The induction `hpow` performs the inner cancellation, and `Matrix.trace_mul_comm` moves the outer factors together.

```lean
/-- The trace of a power of the residual matrix is the sum of the powers of the residual
eigenvalues. -/
theorem trace_residual_pow {M : Matrix ι ι ℝ} (hM : M.IsHermitian) (X : ℝ) (k : ℕ) :
    trace (residual M X ^ k) = ∑ i, residualEigenvalue X (hM.eigenvalues i) ^ k := by
  obtain ⟨U, V, hVU, h⟩ := exists_diagonalisation hM
  have hR : residual M X
      = U * diagonal (fun i => residualEigenvalue X (hM.eigenvalues i)) * V := by
    have e : (fun i => residualEigenvalue X (hM.eigenvalues i))
        = fun i => (1 - (specCenter X)⁻¹) + (-(specCenter X)⁻¹) * hM.eigenvalues i := by
      funext i
      unfold residualEigenvalue
      ring
    rw [e, ← h]
    unfold residual
    module
  -- the inner factors V U cancel in every power
  have hpow : ∀ D : Matrix ι ι ℝ, (U * D * V) ^ k = U * D ^ k * V := by
    intro D
    induction k with
    | zero => simp [mul_eq_one_comm.mp hVU]
    | succ k ih =>
      calc (U * D * V) ^ (k + 1) = U * D ^ k * (V * U) * D * V := by
            rw [pow_succ, ih]
            simp only [mul_assoc]
        _ = U * D ^ (k + 1) * V := by
            rw [hVU, mul_one, pow_succ]
            simp only [mul_assoc]
  rw [hR, hpow, Matrix.trace_mul_comm, ← mul_assoc, hVU, one_mul]
  simp only [Matrix.diagonal_pow, Matrix.trace_diagonal, Pi.pow_apply]
```

Without symmetry, a real matrix may have complex eigenvalues, and the window [0, X] no longer describes its spectrum. Symmetry is nevertheless more than the bound needs. If all eigenvalues of a nonsymmetric matrix are real and lie in [0, X], a triangular form leads to the same estimate, because trace and determinant depend only on the eigenvalues. The proof here uses the simpler diagonal form.

## Symmetry and the window together

The determinant is the product of the eigenvalues of 1 + M:

det(1 + M) = Πᵢ (1 + mᵢ).

The definition of xᵢ gives 1 − xᵢ = (1 + mᵢ)/c. All these numbers are positive, so

ln(1 + mᵢ) = ln c + ln(1 − xᵢ).

Summing over i yields ln det(1 + M) = N ln c + Σᵢ ln(1 − xᵢ). Subtracting the trace expansion and inserting the traces from above gives an identity for the error:

ln det(1 + M) − [N ln c − Σₖ Tr(R^(k+1))/(k+1)] = Σᵢ [ln(1 − xᵢ) + Σₖ xᵢ^(k+1)/(k+1)],

where k runs from 0 to n − 1.

In the proof, `hdet` is the product formula, `hlog` the relation between the logarithms, and `hs` the exchange of the sums over i and k. The window enters only through `hne`, which says that no factor 1 + mᵢ vanishes, and through c > 0. For the identity itself, mᵢ > −1 and X > −2 would be enough.

```lean
/-- If the eigenvalues of a real symmetric `M` lie in `[0, X]`, the error of the trace
expansion is the sum of the scalar logarithm remainders at the residual eigenvalues. -/
theorem log_det_sub_traceExpansion {M : Matrix ι ι ℝ} (hM : M.IsHermitian) {X : ℝ}
    (hX : ∀ i, hM.eigenvalues i ∈ Set.Icc 0 X) (n : ℕ) :
    Real.log (det (1 + M)) - traceExpansion M X n
      = ∑ i, (Real.log (1 - residualEigenvalue X (hM.eigenvalues i))
        + ∑ k ∈ range n,
          residualEigenvalue X (hM.eigenvalues i) ^ (k + 1) / ((k : ℝ) + 1)) := by
  have hdet : det (1 + M) = ∏ i, (1 + hM.eigenvalues i) := by
    obtain ⟨U, V, hVU, h⟩ := exists_diagonalisation hM
    have h1 := h 1 1
    simp only [one_smul, one_mul] at h1
    have hd : det V * det U = 1 := by rw [← Matrix.det_mul, hVU, Matrix.det_one]
    rw [h1, Matrix.det_mul, Matrix.det_mul, Matrix.det_diagonal]
    linear_combination (∏ i, (1 + hM.eigenvalues i)) * hd
  have hne : ∀ i, 1 + hM.eigenvalues i ≠ 0 := fun i => by
    have := (hX i).1
    positivity
  have hlog : ∀ i, Real.log (1 - residualEigenvalue X (hM.eigenvalues i))
      = Real.log (1 + hM.eigenvalues i) - Real.log (specCenter X) := by
    intro i
    have hc : 0 < specCenter X := by
      unfold specCenter
      linarith [(hX i).1, (hX i).2]
    unfold residualEigenvalue
    rw [sub_sub_cancel, Real.log_mul (inv_ne_zero hc.ne') (hne i), Real.log_inv]
    ring
  have hs : ∑ k ∈ range n, trace (residual M X ^ (k + 1)) / ((k : ℝ) + 1)
      = ∑ i, ∑ k ∈ range n,
        residualEigenvalue X (hM.eigenvalues i) ^ (k + 1) / ((k : ℝ) + 1) := by
    rw [Finset.sum_comm]
    refine Finset.sum_congr rfl fun k _ => ?_
    rw [trace_residual_pow hM, Finset.sum_div]
  unfold traceExpansion
  rw [hs, hdet, Real.log_prod (fun i _ => hne i), Finset.sum_add_distrib,
    Finset.sum_congr rfl (fun i _ => hlog i), Finset.sum_sub_distrib, Finset.sum_const,
    Finset.card_univ, nsmul_eq_mul]
  ring
```

The full window is needed for the size of the error. Each bracket is a scalar remainder at a point with |xᵢ| ≤ r, so it is at most r^(n+1)/((n+1)(1 − r)) in absolute value. The triangle inequality adds N such bounds. In Lean this is `Finset.abs_sum_le_sum_abs`, followed by `log_series_remainder` applied to each eigenvalue.

The final statement reads as follows. Let `hM` say that M is symmetric, and let `hX` say that each `hM.eigenvalues i` lies in the closed interval `Set.Icc 0 X`. Then, for every natural number n, the natural logarithm of `det (1 + M)` differs from `traceExpansion M X n` by at most the stated bound.

```lean
/-- If the eigenvalues of a real symmetric `N × N` matrix `M` lie in `[0, X]`, the trace
expansion of order `n` gives `ln det(1 + M)` within `N r^(n+1)/((n+1)(1-r))`, where
`r = X/(X+2)`. -/
theorem abs_log_det_sub_traceExpansion_le {M : Matrix ι ι ℝ} (hM : M.IsHermitian) {X : ℝ}
    (hX : ∀ i, hM.eigenvalues i ∈ Set.Icc 0 X) (n : ℕ) :
    |Real.log (det (1 + M)) - traceExpansion M X n|
      ≤ (Fintype.card ι : ℝ)
        * ((X / (X + 2)) ^ (n + 1) / (((n : ℝ) + 1) * (1 - X / (X + 2)))) := by
  rw [log_det_sub_traceExpansion hM hX, ← nsmul_eq_mul, ← Finset.card_univ,
    ← Finset.sum_const]
  refine (Finset.abs_sum_le_sum_abs _ _).trans (Finset.sum_le_sum fun i _ => ?_)
  -- the scalar remainder applies to each eigenvalue, since r < 1
  have h0 : 0 ≤ X := (hX i).1.trans (hX i).2
  have hr : X / (X + 2) < 1 := by
    rw [div_lt_one (by linarith)]
    linarith
  exact log_series_remainder (abs_residualEigenvalue_le (hX i).1 (hX i).2) hr n

end

end RPALogDetTraceExpansion
```

There is no hypothesis X > 0. As soon as the matrix has one eigenvalue m, the window gives 0 ≤ m ≤ X. If X = 0, then M = 0 and the expansion is exact for every n; for an empty matrix both sides of the inequality are zero.

```lean
#print axioms RPALogDetTraceExpansion.center_optimal
#print axioms RPALogDetTraceExpansion.abs_log_det_sub_traceExpansion_le
```

```
'RPALogDetTraceExpansion.center_optimal' depends on axioms: [propext, Classical.choice, Quot.sound]
'RPALogDetTraceExpansion.abs_log_det_sub_traceExpansion_le' depends on axioms: [propext, Classical.choice, Quot.sound]
```
